# Two well-chosen alternating mixing parameters beat every constant one in the worst case over a spectral interval $[m,L]$ with $0<m<L$

A self-consistent field calculation close to its solution still carries an error with many components. Some are soft: the residual hardly reacts to them, and they die out quickly only with a large mixing parameter. Others are stiff, such as long-wavelength charge sloshing in a large metallic cell, and a large parameter makes them overshoot. A single constant parameter has to compromise. Does it help to alternate between two?

Near the solution, take the residual to be linear, $f-Ax$, where $A$ is the identity minus the Jacobian of the self-consistency map. A mixing step with parameter $\alpha$ replaces $x$ by $x+\alpha(f-Ax)$, which multiplies an error mode of eigenvalue $u$ by $1-\alpha u$. Assume that every eigenvalue lies in $[m,L]$ with $0<m<L$. Here $m$ bounds the softest response from below and $L$ bounds the stiffest from above. Positivity of $m$ means that the residual opposes every error mode. Both bounds must be known in advance.

In Lean 4 with Mathlib:

```lean
import Mathlib

open Finset

namespace ChebyshevTwoStepMixing

noncomputable section
```

The width of the interval enters through
$$r=\frac{L-m}{L+m}.$$

```lean
/-- The ratio `r = (L - m) / (L + m)` for a spectral interval `[m, L]` with `0 < m < L`. -/
def ratio (m L : ℝ) : ℝ := (L - m) / (L + m)
```

The two mixing parameters are $1/w_1$ and $1/w_2$, where the weights lie symmetrically about the midpoint of the interval:
$$w_1=\frac{L+m}{2}+\frac{L-m}{2\sqrt2},\qquad w_2=\frac{L+m}{2}-\frac{L-m}{2\sqrt2}.$$

```lean
/-- The larger weight `w₁`; the first mixing parameter is `1 / w₁`. -/
def w₁ (m L : ℝ) : ℝ := (L + m) / 2 + (L - m) / (2 * √2)

/-- The smaller weight `w₂`; the second mixing parameter is `1 / w₂`. -/
def w₂ (m L : ℝ) : ℝ := (L + m) / 2 - (L - m) / (2 * √2)
```

One more number, called `rate` in the code, is
$$\rho=\frac{r^2}{2-r^2}.$$

```lean
/-- The two-step rate `r² / (2 - r²)`, for `0 < m < L`. -/
def rate (m L : ℝ) : ℝ := ratio m L ^ 2 / (2 - ratio m L ^ 2)
```

The definitions accept any real $m$ and $L$; the condition $0<m<L$ enters each theorem as the hypotheses `hm` and `hL`.

## (a) Positive weights and their product

Show that both weights are positive and that
$$w_1w_2=\frac{L^2+6Lm+m^2}{8}.$$

The product is a difference of squares:
$$w_1w_2=\frac{(L+m)^2}{4}-\frac{(L-m)^2}{8}=\frac{2(L+m)^2-(L-m)^2}{8}=\frac{L^2+6Lm+m^2}{8}.$$
This is positive, and $w_1$ is a sum of positive terms, so $w_2$ is positive too.

In the code, `hq` squares the term with $\sqrt2$, `hp` is the product, and the sign of $w_2$ is read off from the product as above.

```lean
variable {m L : ℝ}

/-- For `0 < m < L` both weights are positive, and their product is `(L² + 6Lm + m²) / 8`. -/
theorem weights_pos (hm : 0 < m) (hL : m < L) :
    0 < w₁ m L ∧ 0 < w₂ m L ∧ w₁ m L * w₂ m L = (L ^ 2 + 6 * L * m + m ^ 2) / 8 := by
  have hL0 : 0 < L := hm.trans hL
  have hd : 0 < L - m := sub_pos.2 hL
  have hq : ((L - m) / (2 * √2)) ^ 2 = (L - m) ^ 2 / 8 := by
    rw [div_pow, mul_pow, Real.sq_sqrt (by norm_num)]
    norm_num
  have hp : w₁ m L * w₂ m L = (L ^ 2 + 6 * L * m + m ^ 2) / 8 := by
    unfold w₁ w₂
    linear_combination -hq
  have h1 : 0 < w₁ m L := by
    unfold w₁
    positivity
  have h2 : 0 < w₁ m L * w₂ m L := by
    rw [hp]
    positivity
  exact ⟨h1, (mul_pos_iff_of_pos_left h1).1 h2, hp⟩
```

## (b) The number $\rho$ in terms of $m$ and $L$

Write $D=L^2+6Lm+m^2$ and show that
$$\rho=\frac{(L-m)^2}{D}.$$

From the definition of $r$,
$$2-r^2=\frac{2(L+m)^2-(L-m)^2}{(L+m)^2}=\frac{D}{(L+m)^2}.$$
Dividing $r^2=(L-m)^2/(L+m)^2$ by this cancels $(L+m)^2$. The step `h3` is the displayed identity.

```lean
/-- For `0 < m < L` the two-step rate is `(L - m)² / (L² + 6Lm + m²)`. -/
theorem rate_eq (hm : 0 < m) (hL : m < L) :
    rate m L = (L - m) ^ 2 / (L ^ 2 + 6 * L * m + m ^ 2) := by
  have h : (L + m) ^ 2 ≠ 0 := pow_ne_zero 2 (by linarith)
  have h3 : 2 - (L - m) ^ 2 / (L + m) ^ 2
      = (L ^ 2 + 6 * L * m + m ^ 2) / (L + m) ^ 2 := by
    rw [eq_div_iff h, sub_mul, div_mul_cancel₀ _ h]
    ring
  unfold rate ratio
  rw [div_pow, h3, div_div_div_cancel_right₀ h]
```

## (c) The damping of one mode over two steps

Show that for every $u\in[m,L]$
$$\left|\left(1-\frac{u}{w_1}\right)\left(1-\frac{u}{w_2}\right)\right|\le\rho.$$

Put $s=2u-(L+m)$. Since $w_1+w_2=L+m$, part (a) gives
$$(w_1-u)(w_2-u)=\frac{s^2}{4}-\frac{(L-m)^2}{8}=\frac{2s^2-(L-m)^2}{8}.$$
Dividing by $w_1w_2=D/8$, the two-step factor is
$$\frac{2s^2-(L-m)^2}{D}.$$
With $t=s/(L-m)$ the numerator is $(L-m)^2(2t^2-1)$, a quadratic Chebyshev polynomial in $t$; division by $D$ makes the factor equal to 1 at $u=0$. On the interval,
$$(L-m)^2-s^2=4(u-m)(L-u)\ge0,$$
so $0\le s^2\le(L-m)^2$. The numerator therefore lies between $-(L-m)^2$ and $(L-m)^2$, and (b) finishes the estimate.

The membership `u ∈ Set.Icc m L` says $m\le u\le L$. The step `hnum` is the formula for the numerator. After `abs_le` splits the modulus into two inequalities, the lower one uses $s^2\ge0$ and the upper one uses `hprod`, the product $(u-m)(L-u)\ge0$.

```lean
/-- For `0 < m < L`, the two mixing steps together multiply an error mode of eigenvalue
`u` in `[m, L]` by a factor of modulus at most `r² / (2 - r²)`. -/
theorem two_step_bound (hm : 0 < m) (hL : m < L) {u : ℝ} (hu : u ∈ Set.Icc m L) :
    |(1 - u / w₁ m L) * (1 - u / w₂ m L)| ≤ rate m L := by
  obtain ⟨h1, h2, hp⟩ := weights_pos hm hL
  have hL0 : 0 < L := hm.trans hL
  have hD : 0 < L ^ 2 + 6 * L * m + m ^ 2 := by positivity
  have hs : w₁ m L + w₂ m L = L + m := by
    unfold w₁ w₂
    ring
  -- the factor is a shifted quadratic Chebyshev polynomial, normalised at u = 0
  have hnum : (w₁ m L - u) * (w₂ m L - u)
      = (2 * (2 * u - (L + m)) ^ 2 - (L - m) ^ 2) / 8 := by
    linear_combination hp - u * hs
  rw [one_sub_div h1.ne', one_sub_div h2.ne', div_mul_div_comm, hnum, hp,
    div_div_div_cancel_right₀ (by norm_num : (8 : ℝ) ≠ 0), rate_eq hm hL, abs_div,
    abs_of_pos hD, div_le_div_iff_of_pos_right hD, abs_le]
  have hprod := mul_nonneg (sub_nonneg.2 hu.1) (sub_nonneg.2 hu.2)
  constructor
  · nlinarith [sq_nonneg (2 * u - (L + m))]
  · nlinarith
```

## (d) A comparison with $r^2$

Show that
$$\rho<r^2.$$

Since $0<m<L$, we have $0<r<1$. Hence $2-r^2>1$, and dividing the positive number $r^2$ by it makes it smaller. The code clears the denominator and proves the equivalent statement $r^2(1-r^2)>0$.

```lean
/-- For `0 < m < L` the two-step rate is strictly smaller than `r²`. -/
theorem rate_lt_ratio_sq (hm : 0 < m) (hL : m < L) : rate m L < ratio m L ^ 2 := by
  have h0 : 0 < ratio m L := div_pos (by linarith) (by linarith)
  have h1 : ratio m L < 1 := by
    unfold ratio
    rw [div_lt_one (by linarith)]
    linarith
  have h2 : ratio m L ^ 2 < 1 := by nlinarith
  unfold rate
  rw [div_lt_iff₀ (by linarith)]
  nlinarith [mul_pos (pow_pos h0 2) (sub_pos.2 h2)]
```

## (e) The best constant parameter, used twice

Show that $\alpha=2/(L+m)$ achieves
$$(1-\alpha u)^2\le r^2\quad\text{for all }u\in[m,L],$$
and that for every real $\alpha$ some $u\in[m,L]$ has $(1-\alpha u)^2\ge r^2$.

For the given $\alpha$, the factor is $1-\alpha u=-s/(L+m)$, and $s^2\le(L-m)^2$ as in (c).

For the second claim, suppose that some $\alpha$ had $(1-\alpha u)^2<r^2$ on the whole interval. Then $1-\alpha m<r$ and $1-\alpha L>-r$. Extrapolating the linear factor from the two ends to $u=0$ gives
$$L-m=L(1-\alpha m)-m(1-\alpha L)<r(L+m)=L-m,$$
a contradiction. So $r^2$ is the best worst case for a constant parameter over two steps, and by (d) the alternating pair improves on it.

In the code, `ha` and `hb` are the inequalities at $m$ and $L$, `e1` and `e2` multiply them by $L$ and $m$, and `linarith` adds them.

```lean
/-- For `0 < m < L`, two steps with the constant parameter `2 / (L + m)` damp every mode in `[m, L]`
to at most `r²` of its size, and no constant parameter has a smaller worst case. -/
theorem constant_step_optimal (hm : 0 < m) (hL : m < L) :
    (∀ u ∈ Set.Icc m L, (1 - 2 / (L + m) * u) ^ 2 ≤ ratio m L ^ 2) ∧
      ∀ α : ℝ, ∃ u ∈ Set.Icc m L, ratio m L ^ 2 ≤ (1 - α * u) ^ 2 := by
  have hS : 0 < L + m := by linarith
  constructor
  · intro u hu
    have h : 1 - 2 / (L + m) * u = (L + m - 2 * u) / (L + m) := by
      rw [eq_div_iff hS.ne', sub_mul, mul_right_comm, div_mul_cancel₀ _ hS.ne']
      ring
    unfold ratio
    rw [h, div_pow, div_pow, div_le_div_iff_of_pos_right (pow_pos hS 2)]
    nlinarith [mul_nonneg (sub_nonneg.2 hu.1) (sub_nonneg.2 hu.2)]
  · intro α
    by_contra! hc
    have h0 : 0 ≤ ratio m L := div_nonneg (by linarith) hS.le
    have hr : ratio m L * (L + m) = L - m := div_mul_cancel₀ _ hS.ne'
    have ha := (abs_lt_of_sq_lt_sq' (hc m ⟨le_rfl, hL.le⟩) h0).2
    have hb := (abs_lt_of_sq_lt_sq' (hc L ⟨hL.le, le_rfl⟩) h0).1
    -- extrapolate the linear factor from the two ends to u = 0
    have e1 := mul_lt_mul_of_pos_left ha (hm.trans hL)
    have e2 := mul_lt_mul_of_pos_left hb hm
    linarith
```

## (f) No better pair

Show that for all real $\alpha$ and $\beta$ there is a $u\in[m,L]$ with
$$|(1-\alpha u)(1-\beta u)|\ge\rho.$$

Let $q(u)=(1-\alpha u)(1-\beta u)$, so $q(0)=1$. Every polynomial of degree at most two satisfies
$$L(L+m)\,q(m)-4Lm\,q\!\left(\tfrac{L+m}{2}\right)+m(L+m)\,q(L)=(L-m)^2q(0),$$
as one checks on $1$, $u$ and $u^2$. If $|q|<\rho$ held on the whole interval, the left side would be smaller than
$$\rho\,[L(L+m)+4Lm+m(L+m)]=\rho D=(L-m)^2,$$
while the right side equals $(L-m)^2$. This is a contradiction.

The steps `e1`, `e2` and `e3` are the three weighted inequalities. The worst case here runs over the whole interval; a particular $A$ with only a few eigenvalues in $[m,L]$ may allow a better pair.

```lean
/-- For `0 < m < L`, no pair of mixing parameters has a worst-case two-step factor on
`[m, L]` below `r² / (2 - r²)`. -/
theorem two_step_optimal (hm : 0 < m) (hL : m < L) (α β : ℝ) :
    ∃ u ∈ Set.Icc m L, rate m L ≤ |(1 - α * u) * (1 - β * u)| := by
  by_contra! hc
  have hL0 : 0 < L := hm.trans hL
  have hD : 0 < L ^ 2 + 6 * L * m + m ^ 2 := by positivity
  have hr : rate m L * (L ^ 2 + 6 * L * m + m ^ 2) = (L - m) ^ 2 := by
    rw [rate_eq hm hL, div_mul_cancel₀ _ hD.ne']
  have ha := (abs_lt.1 (hc m ⟨le_rfl, hL.le⟩)).2
  have hb := (abs_lt.1 (hc ((L + m) / 2) ⟨by linarith, by linarith⟩)).1
  have hd := (abs_lt.1 (hc L ⟨hL.le, le_rfl⟩)).2
  -- extrapolate the quadratic from three points to u = 0, where it equals 1
  have e1 := mul_lt_mul_of_pos_left ha (by positivity : 0 < L * (L + m))
  have e2 := mul_lt_mul_of_pos_left hb (by positivity : 0 < 4 * L * m)
  have e3 := mul_lt_mul_of_pos_left hd (by positivity : 0 < m * (L + m))
  linarith
```

## (g) Convergence of the whole error vector

Now let $x$ be a vector in a real inner product space $E$. The function `mix` is one mixing step, and `cycle` applies the step with $1/w_1$ first and the step with $1/w_2$ second.

```lean
variable {E : Type*} [NormedAddCommGroup E] [InnerProductSpace ℝ E]

/-- One linear mixing step with parameter `α` for the linearised residual `f - A x`. -/
def mix (A : E →ₗ[ℝ] E) (f : E) (α : ℝ) (x : E) : E := x + α • (f - A x)

/-- One cycle: a mixing step with `1 / w₁` followed by one with `1 / w₂`, for `0 < m < L`. -/
def cycle (A : E →ₗ[ℝ] E) (f : E) (m L : ℝ) (x : E) : E :=
  mix A f (1 / w₂ m L) (mix A f (1 / w₁ m L) x)
```

Let $E$ be finite-dimensional, let $A$ be symmetric with all eigenvalues in $[m,L]$, and let $x_s$ satisfy $Ax_s=f$. Write $x^{(n)}$ for the vector after $n$ cycles started from $x$. Show that
$$\|x^{(n)}-x_s\|\le\rho^n\,\|x-x_s\|.$$

For any iterate $y$, put $e=y-x_s$. Because $f=Ax_s$, one mixing step turns $e$ into $e-\alpha Ae$. In an orthonormal eigenbasis with eigenvalues $\mu_i$, the coordinate $e_i$ becomes $(1-\alpha\mu_i)e_i$. A full cycle multiplies it by the factor of part (c) at $u=\mu_i$, so
$$\|e_{\text{new}}\|^2=\sum_i\left(1-\frac{\mu_i}{w_1}\right)^2\left(1-\frac{\mu_i}{w_2}\right)^2e_i^2\le\rho^2\sum_ie_i^2=\rho^2\|e\|^2.$$
Taking roots gives the bound for one cycle, and induction on $n$ gives the rest.

In the theorem, `hA` is the symmetry, `hspec` places the eigenvalues, `hxs` says that `xs` is the self-consistent solution, and `(cycle A f m L)^[n]` is the $n$-fold iteration. The proof takes the eigenbasis `B` from Mathlib; `hstep` is the coordinate rule, `hnorm` the sum of squares and `hone` the bound for one cycle.

For SCF practice, this gives a guaranteed rate for a two-parameter damping schedule when the residual is linear, $A$ is symmetric and the spectral bounds are known. Symmetry is an assumption: the Jacobian of an SCF map need not be symmetric in the inner product used for mixing. The estimate also concerns complete cycles only. When $m$ is much smaller than $L$, the step with $1/w_2$ can by itself amplify a stiff mode; within a cycle, the preceding step with $1/w_1$ has already damped that mode enough to compensate.

```lean
/-- Let `A` be symmetric in finite dimension with all eigenvalues in `[m, L]`, `0 < m < L`, and let
`A xs = f`. Then the error norm after `n` cycles is at most `(r² / (2 - r²))ⁿ` times its initial
value. -/
theorem cycles_converge [FiniteDimensional ℝ E] (hm : 0 < m) (hL : m < L)
    {A : E →ₗ[ℝ] E} (hA : A.IsSymmetric)
    (hspec : ∀ μ : ℝ, Module.End.HasEigenvalue A μ → μ ∈ Set.Icc m L)
    {f xs : E} (hxs : A xs = f) (x : E) (n : ℕ) :
    ‖(cycle A f m L)^[n] x - xs‖ ≤ rate m L ^ n * ‖x - xs‖ := by
  obtain ⟨B, μ, hB, hμ⟩ : ∃ (B : OrthonormalBasis (Fin (Module.finrank ℝ E)) ℝ E)
      (μ : Fin (Module.finrank ℝ E) → ℝ),
      (∀ e i, B.repr (A e) i = μ i * B.repr e i) ∧ ∀ i, μ i ∈ Set.Icc m L :=
    ⟨hA.eigenvectorBasis rfl, hA.eigenvalues rfl,
      fun e i => hA.eigenvectorBasis_apply_self_apply rfl e i,
      fun i => hspec _ (hA.hasEigenvalue_eigenvalues rfl i)⟩
  have hρ : 0 ≤ rate m L :=
    (abs_nonneg _).trans (two_step_bound hm hL (u := m) ⟨le_rfl, hL.le⟩)
  -- each mixing step acts on the error mode by mode
  have hstep : ∀ α y i, B.repr (mix A f α y - xs) i = (1 - α * μ i) * B.repr (y - xs) i := by
    intro α y i
    have h : mix A f α y - xs = (y - xs) - α • A (y - xs) := by
      unfold mix
      rw [map_sub, hxs]
      module
    rw [h]
    generalize y - xs = e
    rw [map_sub, map_smul, PiLp.sub_apply, PiLp.smul_apply, hB, smul_eq_mul]
    ring
  have hnorm : ∀ y : E, ‖y‖ ^ 2 = ∑ i, (B.repr y i) ^ 2 := by
    intro y
    rw [← B.repr.norm_map y, EuclideanSpace.norm_sq_eq]
    simp only [Real.norm_eq_abs, sq_abs]
  have hone : ∀ y, ‖cycle A f m L y - xs‖ ≤ rate m L * ‖y - xs‖ := by
    intro y
    apply (sq_le_sq₀ (norm_nonneg _) (mul_nonneg hρ (norm_nonneg _))).1
    rw [mul_pow, hnorm, hnorm, Finset.mul_sum]
    apply Finset.sum_le_sum
    intro i _
    have hb := abs_le.1 (two_step_bound hm hL (hμ i))
    unfold cycle
    rw [hstep, hstep]
    calc _ = ((1 - μ i / w₁ m L) * (1 - μ i / w₂ m L)) ^ 2 * (B.repr (y - xs) i) ^ 2 := by
          ring
      _ ≤ _ := mul_le_mul_of_nonneg_right (sq_le_sq' hb.1 hb.2) (sq_nonneg _)
  induction n with
  | zero => simp
  | succ n ih =>
    rw [Function.iterate_succ_apply']
    calc _ ≤ rate m L * ‖(cycle A f m L)^[n] x - xs‖ := hone _
      _ ≤ rate m L * (rate m L ^ n * ‖x - xs‖) := mul_le_mul_of_nonneg_left ih hρ
      _ = _ := by ring

end

end ChebyshevTwoStepMixing
```

```lean
#print axioms ChebyshevTwoStepMixing.rate_lt_ratio_sq
#print axioms ChebyshevTwoStepMixing.constant_step_optimal
#print axioms ChebyshevTwoStepMixing.two_step_optimal
#print axioms ChebyshevTwoStepMixing.cycles_converge
```

```
'ChebyshevTwoStepMixing.rate_lt_ratio_sq' depends on axioms: [propext, Classical.choice, Quot.sound]
'ChebyshevTwoStepMixing.constant_step_optimal' depends on axioms: [propext, Classical.choice, Quot.sound]
'ChebyshevTwoStepMixing.two_step_optimal' depends on axioms: [propext, Classical.choice, Quot.sound]
'ChebyshevTwoStepMixing.cycles_converge' depends on axioms: [propext, Classical.choice, Quot.sound]
```
